# Binomial excitation weights in a product of identical fragment states

Take two noninteracting fragments in the same normalized state, with two configurations each: a reference \(r\) of weight \(w=|c_r|^2\) and one other, of weight \(1-w\). The four configurations of the pair have weights

\[
w^2,\quad w(1-w),\quad (1-w)w,\quad (1-w)^2 .
\]

Grouped by the number of fragments outside the reference, they give \(w^2\), \(2w(1-w)\) and \((1-w)^2\). For \(w=0.9\) these are 0.81, 0.18 and 0.01. The reference has lost weight although neither fragment has changed.

```lean
import Mathlib

open Finset Filter Topology

namespace ProductStateWeights
```

## The product state and its excitation levels

A fragment has configurations \(i\in\iota\) with complex amplitudes \(c_i\). A configuration of \(N\) fragments is a map `f : Fin N → ι` that assigns configuration \(f(a)\) to fragment \(a\), and its amplitude is

\[
\Psi(f)=\prod_a c_{f(a)} .
\]

This is a plain tensor product: the model has no antisymmetrization between fragments and no Hamiltonian, so it describes weights and not energies.

```lean
/-- The amplitude of a configuration of `N` noninteracting identical fragments: the product of
the fragment amplitudes. -/
noncomputable def productState {ι : Type*} (c : ι → ℂ) (N : ℕ) (f : Fin N → ι) : ℂ :=
  ∏ a, c (f a)
```

The fragments outside the reference form the set \(\{a : f(a)\neq r\}\). They are called excited below. The word refers to the configuration \(f\) only: the state of each fragment may well be its ground state.

```lean
/-- The set of fragments that are outside the reference `r` in the configuration `f`. -/
def excited {ι : Type*} [DecidableEq ι] (r : ι) {N : ℕ} (f : Fin N → ι) : Finset (Fin N) :=
  Finset.univ.filter (fun a => f a ≠ r)
```

The weight of level \(k\) is the sum of \(|\Psi(f)|^2\) over all \(f\) for which this set has \(k\) elements.

```lean
/-- The total weight in the product state of the configurations with exactly `k` fragments
outside the reference. -/
noncomputable def levelWeight {ι : Type*} [Fintype ι] [DecidableEq ι]
    (c : ι → ℂ) (r : ι) (N k : ℕ) : ℝ :=
  ∑ f ∈ Finset.univ.filter (fun f : Fin N → ι => (excited r f).card = k),
    ‖productState c N f‖ ^ 2
```

## Weights factorize over fragments

Let fragment \(a\) range over its own set \(t_a\) of configurations. Expanding the product of sums gives

\[
\sum_{f:\,f(a)\in t_a}\ \prod_a |c_{f(a)}|^2=\prod_a\sum_{i\in t_a}|c_i|^2 .
\]

In Lean, `Finset.prod_univ_sum` is this expansion, and `Fintype.piFinset t` is the box of allowed \(f\).

```lean
/-- If each fragment is restricted to its own set of configurations, the weight of the product
state factorizes over the fragments. -/
theorem box_weight {ι : Type*} (c : ι → ℂ) {N : ℕ} (t : Fin N → Finset ι) :
    ∑ f ∈ Fintype.piFinset t, ‖productState c N f‖ ^ 2 = ∏ a, ∑ i ∈ t a, ‖c i‖ ^ 2 := by
  rw [Finset.prod_univ_sum]
  refine Finset.sum_congr rfl fun f _ => ?_
  simp only [productState, norm_prod, Finset.prod_pow]
```

With every \(t_a\) equal to the whole of \(\iota\), each factor is \(\sum_i|c_i|^2=1\), the hypothesis `hc`. The product state is therefore normalized.

```lean
/-- The product of `N` copies of a normalized fragment state is normalized. -/
theorem productState_normalized {ι : Type*} [Fintype ι] (c : ι → ℂ)
    (hc : ∑ i, ‖c i‖ ^ 2 = 1) (N : ℕ) :
    ∑ f : Fin N → ι, ‖productState c N f‖ ^ 2 = 1 := by
  have h := box_weight c (fun _ : Fin N => (Finset.univ : Finset ι))
  simpa only [Fintype.piFinset_univ, hc, Finset.prod_const_one] using h
```

## The reference weight

If every fragment is in \(r\), the weight is \(|c_r^N|^2=w^N\).

```lean
/-- The configuration with every fragment in the reference has weight `w ^ N`, where `w` is the
reference weight of one fragment. -/
theorem reference_weight {ι : Type*} (c : ι → ℂ) (r : ι) (N : ℕ) :
    ‖productState c N (fun _ => r)‖ ^ 2 = (‖c r‖ ^ 2) ^ N := by
  simp only [productState, Finset.prod_const, Finset.card_univ, Fintype.card_fin, norm_pow]
  ring
```

Since \(w\ge 0\), the powers \(w^N\) tend to zero exactly when \(w<1\).

```lean
/-- The full reference weight tends to zero, as the number of fragments grows, exactly when the
reference weight of one fragment is below one. -/
theorem reference_weight_tendsto_zero_iff {ι : Type*} (c : ι → ℂ) (r : ι) :
    Tendsto (fun N : ℕ => ‖productState c N (fun _ => r)‖ ^ 2) atTop (𝓝 0)
      ↔ ‖c r‖ ^ 2 < 1 := by
  simp only [reference_weight]
  rw [tendsto_pow_atTop_nhds_zero_iff, abs_of_nonneg (sq_nonneg ‖c r‖)]
```

In a CI calculation, \(w\) is the squared reference coefficient of the normalized fragment vector. If the code reports intermediate normalization, with reference coefficient 1, then \(w\) is one divided by the sum of all squared moduli.

## Counting the excited fragments

Normalization leaves the other configurations of one fragment with

\[
\sum_{i\ne r}|c_i|^2=1-w .
\]

```lean
variable {ι : Type*} [Fintype ι] [DecidableEq ι]

/-- In a normalized fragment state the configurations other than the reference carry the
weight `1 - w`, where `w` is the reference weight. -/
theorem outside_weight (c : ι → ℂ) (r : ι) (hc : ∑ i, ‖c i‖ ^ 2 = 1) :
    ∑ i ∈ Finset.univ.erase r, ‖c i‖ ^ 2 = 1 - ‖c r‖ ^ 2 := by
  have h : ‖c r‖ ^ 2 + ∑ i ∈ Finset.univ.erase r, ‖c i‖ ^ 2 = ∑ i, ‖c i‖ ^ 2 :=
    Finset.add_sum_erase Finset.univ (fun i => ‖c i‖ ^ 2) (Finset.mem_univ r)
  linarith
```

Now prescribe the set \(S\) of excited fragments. The matching configurations form a box: \(t_a=\iota\setminus\{r\}\) for \(a\in S\), and \(t_a=\{r\}\) otherwise. The factors are \(1-w\) and \(w\), so the weight is

\[
w^{N-|S|}(1-w)^{|S|} .
\]

In the proof, `hbox` identifies the box and `hfac` evaluates its factors.

```lean
/-- For a normalized fragment state with reference weight `w`, the configurations in which precisely
the fragments in `S` are outside the reference have total weight `w ^ (N - |S|) * (1 - w) ^ |S|`. -/
theorem pattern_weight (c : ι → ℂ) (r : ι) (hc : ∑ i, ‖c i‖ ^ 2 = 1) {N : ℕ}
    (S : Finset (Fin N)) :
    ∑ f ∈ Finset.univ.filter (fun f : Fin N → ι => excited r f = S), ‖productState c N f‖ ^ 2
      = (‖c r‖ ^ 2) ^ (N - S.card) * (1 - ‖c r‖ ^ 2) ^ S.card := by
  -- these configurations form a box
  have hbox : Finset.univ.filter (fun f : Fin N → ι => excited r f = S)
      = Fintype.piFinset (fun a => if a ∈ S then Finset.univ.erase r else {r}) := by
    ext f
    simp only [excited, Finset.mem_filter, Finset.mem_univ, true_and, Fintype.mem_piFinset,
      Finset.ext_iff]
    refine forall_congr' fun a => ?_
    by_cases h : a ∈ S <;> simp [h]
  have hfac : ∀ a : Fin N, ∑ i ∈ (if a ∈ S then Finset.univ.erase r else {r}), ‖c i‖ ^ 2
      = if a ∈ S then 1 - ‖c r‖ ^ 2 else ‖c r‖ ^ 2 := by
    intro a
    by_cases h : a ∈ S
    · simp only [if_pos h]
      exact outside_weight c r hc
    · simp [h]
  have h1 : Finset.univ.filter (fun a => a ∈ S) = S := by ext a; simp
  have h2 : Finset.univ.filter (fun a => a ∉ S) = Sᶜ := by ext a; simp
  rw [hbox, box_weight, Finset.prod_congr rfl (fun a _ => hfac a), Finset.prod_ite,
    Finset.prod_const, Finset.prod_const, h1, h2, Finset.card_compl, Fintype.card_fin, mul_comm]
```

There are \(\binom Nk\) sets \(S\) with \(k\) elements, all of the same weight. Summing over them gives

\[
W_{N,k}=\binom Nk w^{N-k}(1-w)^k .
\]

The proof groups the configurations by their excited set with `Finset.sum_fiberwise_of_maps_to`, applies the previous result to each group, and counts the groups. For \(k>N\) both sides are zero.

```lean
/-- For a normalized fragment state with reference weight `w`, the configurations with exactly `k`
of the `N` fragments outside the reference have the binomial total weight `binom(N, k) * w ^ (N - k)
* (1 - w) ^ k`. -/
theorem levelWeight_eq_binomial (c : ι → ℂ) (r : ι) (hc : ∑ i, ‖c i‖ ^ 2 = 1) (N k : ℕ) :
    levelWeight c r N k
      = (N.choose k : ℝ) * (‖c r‖ ^ 2) ^ (N - k) * (1 - ‖c r‖ ^ 2) ^ k := by
  have hmaps : ∀ f ∈ Finset.univ.filter (fun f : Fin N → ι => (excited r f).card = k),
      excited r f ∈ Finset.powersetCard k (Finset.univ : Finset (Fin N)) := by
    intro f hf
    exact Finset.mem_powersetCard.mpr ⟨Finset.subset_univ _, (Finset.mem_filter.mp hf).2⟩
  -- group the configurations by their set of excited fragments
  rw [levelWeight, ← Finset.sum_fiberwise_of_maps_to hmaps]
  have hS : ∀ S ∈ Finset.powersetCard k (Finset.univ : Finset (Fin N)),
      ∑ f ∈ (Finset.univ.filter (fun f : Fin N → ι => (excited r f).card = k)).filter
        (fun f => excited r f = S), ‖productState c N f‖ ^ 2
      = (‖c r‖ ^ 2) ^ (N - k) * (1 - ‖c r‖ ^ 2) ^ k := by
    intro S hS
    have hk := (Finset.mem_powersetCard.mp hS).2
    subst hk
    rw [← pattern_weight c r hc S]
    refine Finset.sum_congr ?_ fun _ _ => rfl
    ext f
    simp only [Finset.mem_filter, Finset.mem_univ, true_and]
    exact ⟨fun h => h.2, fun h => ⟨by rw [h], h⟩⟩
  rw [Finset.sum_congr rfl hS, Finset.sum_const, Finset.card_powersetCard, Finset.card_univ,
    Fintype.card_fin, nsmul_eq_mul]
  ring
```

## A fixed excitation level loses the state

Fix \(k\) and write \(N=n+k\). Then

\[
W_{n+k,k}=\binom{n+k}{k}w^n(1-w)^k .
\]

For \(w<1\) the series \(\sum_n\binom{n+k}{k}w^n\) converges, so its terms tend to zero, and \(W_{N,k}\) with them. Adding the levels \(k=0,\dots,m\) one at a time, by induction on \(m\), keeps the limit at zero.

```lean
/-- If a normalized fragment state has reference weight `w < 1`, then in the product state the total
weight of all configurations with at most `m` fragments outside the reference tends to zero as the
number of fragments grows, for every fixed `m`. -/
theorem truncated_weight_tendsto_zero (c : ι → ℂ) (r : ι) (hc : ∑ i, ‖c i‖ ^ 2 = 1)
    (hw : ‖c r‖ ^ 2 < 1) (m : ℕ) :
    Tendsto (fun N : ℕ => ∑ k ∈ Finset.range (m + 1), levelWeight c r N k) atTop (𝓝 0) := by
  have hr : ‖(‖c r‖ ^ 2 : ℝ)‖ < 1 := by
    rw [Real.norm_of_nonneg (sq_nonneg ‖c r‖)]
    exact hw
  -- each level vanishes: the geometric decay beats the binomial coefficient
  have hlevel : ∀ k : ℕ, Tendsto (fun N : ℕ => levelWeight c r N k) atTop (𝓝 0) := by
    intro k
    rw [← tendsto_add_atTop_iff_nat k]
    have h := (summable_choose_mul_geometric_of_norm_lt_one k hr).tendsto_atTop_zero.mul_const
      ((1 - ‖c r‖ ^ 2) ^ k)
    rw [zero_mul] at h
    exact h.congr fun n => by
      simp only [levelWeight_eq_binomial c r hc, Nat.add_sub_cancel]
  -- add the levels one at a time
  induction m with
  | zero => simpa only [zero_add, Finset.sum_range_one] using hlevel 0
  | succ m ih =>
    have h := ih.add (hlevel (m + 1))
    rw [add_zero (0 : ℝ)] at h
    exact h.congr fun N =>
      (Finset.sum_range_succ (fun k => levelWeight c r N k) (m + 1)).symm
```

For noninteracting fragments, this is the wavefunction side of the size-consistency problem of truncated CI. Consider \(N\) far-separated H₂ molecules in a minimal basis, each in its ground state, a superposition of \(\sigma_g^2\) and \(\sigma_u^2\). With \(\sigma_g^2\) as the reference, a configuration with one molecule in \(\sigma_u^2\) is already a double excitation of the whole system, so the CISD space holds only the levels \(k\le 1\) of the exact state, with weight \(w^N+Nw^{N-1}(1-w)\) for \(N\ge1\). The orbitals of different molecules do not overlap, so antisymmetrizing the product and normalizing it leaves these weights unchanged.

## The mean number of excited fragments is extensive

Write the number of excited fragments as a sum of indicators, one for each fragment, and exchange the sums:

\[
\sum_f |\{a:f(a)\ne r\}|\,|\Psi(f)|^2
=\sum_a\ \sum_{f:\,f(a)\ne r}|\Psi(f)|^2
=N(1-w) .
\]

Each inner sum is again a box: fragment \(a\) contributes \(1-w\), and every unrestricted fragment contributes 1. In the proof, `hone` is this inner sum and `Finset.sum_comm` is the exchange.

```lean
/-- For a normalized fragment state with reference weight `w`, the mean number of fragments outside
the reference is `N * (1 - w)`. -/
theorem mean_excited (c : ι → ℂ) (r : ι) (hc : ∑ i, ‖c i‖ ^ 2 = 1) (N : ℕ) :
    ∑ f : Fin N → ι, ((excited r f).card : ℝ) * ‖productState c N f‖ ^ 2
      = N * (1 - ‖c r‖ ^ 2) := by
  -- a single fragment is outside the reference with weight `1 - w`
  have hone : ∀ a : Fin N, ∑ f ∈ Finset.univ.filter (fun f : Fin N → ι => f a ≠ r),
      ‖productState c N f‖ ^ 2 = 1 - ‖c r‖ ^ 2 := by
    intro a
    have hbox : Finset.univ.filter (fun f : Fin N → ι => f a ≠ r)
        = Fintype.piFinset (fun b => if b = a then Finset.univ.erase r else Finset.univ) := by
      ext f
      simp only [Finset.mem_filter, Finset.mem_univ, true_and, Fintype.mem_piFinset]
      constructor
      · intro h b
        by_cases hb : b = a
        · subst hb
          simpa using h
        · simp [hb]
      · intro h
        simpa using h a
    rw [hbox, box_weight, Finset.prod_eq_single a]
    · rw [if_pos rfl]
      exact outside_weight c r hc
    · intro b _ hb
      rw [if_neg hb]
      exact hc
    · intro h
      exact absurd (Finset.mem_univ a) h
  calc ∑ f : Fin N → ι, ((excited r f).card : ℝ) * ‖productState c N f‖ ^ 2
      = ∑ f : Fin N → ι, ∑ a, if f a ≠ r then ‖productState c N f‖ ^ 2 else 0 := by
        refine Finset.sum_congr rfl fun f _ => ?_
        rw [excited, ← Finset.sum_filter, Finset.sum_const, nsmul_eq_mul]
    _ = ∑ a, ∑ f : Fin N → ι, if f a ≠ r then ‖productState c N f‖ ^ 2 else 0 :=
        Finset.sum_comm
    _ = ∑ _a : Fin N, (1 - ‖c r‖ ^ 2) := by
        refine Finset.sum_congr rfl fun a _ => ?_
        rw [← Finset.sum_filter]
        exact hone a
    _ = N * (1 - ‖c r‖ ^ 2) := by
        rw [Finset.sum_const, Finset.card_univ, Fintype.card_fin, nsmul_eq_mul]

end ProductStateWeights
```

```lean
#print axioms ProductStateWeights.reference_weight_tendsto_zero_iff
#print axioms ProductStateWeights.levelWeight_eq_binomial
#print axioms ProductStateWeights.truncated_weight_tendsto_zero
#print axioms ProductStateWeights.mean_excited
```

```
'ProductStateWeights.reference_weight_tendsto_zero_iff' depends on axioms: [propext, Classical.choice, Quot.sound]
'ProductStateWeights.levelWeight_eq_binomial' depends on axioms: [propext, Classical.choice, Quot.sound]
'ProductStateWeights.truncated_weight_tendsto_zero' depends on axioms: [propext, Classical.choice, Quot.sound]
'ProductStateWeights.mean_excited' depends on axioms: [propext, Classical.choice, Quot.sound]
```
